# On a uniform open Kitaev chain of \(N+1\) sites at equal hopping and pairing, the unnormalised edge operator's commutator with the Hamiltonian is one term proportional to \(h^{N+1}\), with \(h\) the on-site coupling

Take two sites with operators \(a_0,b_0,a_1,b_1\) that square to one and pairwise anticommute, and let \(H=ih(a_0b_0+a_1b_1)+iJ\,b_0a_1\) with numbers \(h,J\). Then \([H,a_0]=-2ih\,b_0\) and \([H,a_1]=-2ih\,b_1+2iJ\,b_0\), so in the commutator of \(H\) with \(Ja_0+ha_1\) the two \(b_0\) terms cancel and only \(-2ih^2b_1\) is left.

```lean
import Mathlib

open Finset

namespace KitaevEdgeMode

noncomputable section

/-- The commutator of two operators. -/
def comm {R : Type*} [Ring R] (x y : R) : R := x * y - y * x

/-- Relations on the sites `0, ..., N`: all `a j` and `b j` square to one, and each `a j`
anticommutes with the other `a k` and with every `b k`. -/
structure ChainRelations {R : Type*} [Ring R] (N : ℕ) (a b : ℕ → R) : Prop where
  a_sq : ∀ j ≤ N, a j * a j = 1
  b_sq : ∀ j ≤ N, b j * b j = 1
  a_anti : ∀ j ≤ N, ∀ k ≤ N, j ≠ k → a j * a k = -(a k * a j)
  ab_anti : ∀ j ≤ N, ∀ k ≤ N, a j * b k = -(b k * a j)

variable {A : Type*} [Ring A] [Algebra ℂ A] {N : ℕ} {a b : ℕ → A}

/-- The Hamiltonian of an open chain with on-site coupling `h` and coupling `J` between neighbours.
-/
def hamiltonian (N : ℕ) (a b : ℕ → A) (h J : ℂ) : A :=
  (Complex.I * h) • ∑ j ∈ range (N + 1), a j * b j +
    (Complex.I * J) • ∑ j ∈ range N, b j * a (j + 1)

/-- The edge operator on the sites `0, ..., m`, with weight `J ^ (m - j) * h ^ j` on site `j`. -/
def edgeMode (m : ℕ) (a : ℕ → A) (h J : ℂ) : A :=
  ∑ j ∈ range (m + 1), (J ^ (m - j) * h ^ j) • a j

/-- A product of two operators commutes with any operator that anticommutes with both. -/
theorem comm_bilinear {R : Type*} [Ring R] {x y z : R} (hx : x * z = -(z * x))
    (hy : y * z = -(z * y)) : comm (x * y) z = 0 := by
  unfold comm
  linear_combination (norm := noncomm_ring) x * hy - hx * y

/-- Equation of motion: the commutator of the Hamiltonian with `a k` involves `b k` and,
except at the first site, `b (k - 1)`. -/
theorem comm_site (hc : ChainRelations N a b) (h J : ℂ) {k : ℕ} (hk : k ≤ N) :
    comm (hamiltonian N a b h J) (a k) =
      (-2 * Complex.I * h) • b k +
        (2 * Complex.I * J) • (if k = 0 then 0 else b (k - 1)) := by
  have lin : comm (hamiltonian N a b h J) (a k) =
      (Complex.I * h) • ∑ j ∈ range (N + 1), comm (a j * b j) (a k) +
        (Complex.I * J) • ∑ j ∈ range N, comm (b j * a (j + 1)) (a k) := by
    simp only [comm, hamiltonian, add_mul, mul_add, smul_mul_assoc, mul_smul_comm,
      Finset.sum_mul, Finset.mul_sum, Finset.sum_sub_distrib, smul_sub]
    abel
  have ba : ∀ j ≤ N, ∀ l ≤ N, b j * a l = -(a l * b j) := fun j hj l hl => by
    rw [hc.ab_anti l hl j hj, neg_neg]
  -- only the on-site term at `k` contributes
  have onsite : ∑ j ∈ range (N + 1), comm (a j * b j) (a k) = -(b k + b k) := by
    rw [Finset.sum_eq_single k]
    · have h1 := hc.a_sq k hk
      have h2 := hc.ab_anti k hk k hk
      unfold comm
      linear_combination (norm := noncomm_ring) h2 * a k - b k * h1 - h1 * b k
    · intro j hj hjk
      have hj' : j ≤ N := by have := Finset.mem_range.mp hj; omega
      exact comm_bilinear (hc.a_anti j hj' k hk hjk) (ba j hj' k hk)
    · intro hn
      exact absurd (Finset.mem_range.mpr (by omega)) hn
  -- only the bond to the left of `k` contributes
  have hop : ∑ j ∈ range N, comm (b j * a (j + 1)) (a k) =
      if k = 0 then 0 else b (k - 1) + b (k - 1) := by
    rcases k with _ | m
    · rw [if_pos rfl]
      refine Finset.sum_eq_zero fun j hj => ?_
      have hj' := Finset.mem_range.mp hj
      exact comm_bilinear (ba j (by omega) 0 hk)
        (hc.a_anti (j + 1) (by omega) 0 hk (by omega))
    · rw [if_neg (by omega), Nat.add_sub_cancel, Finset.sum_eq_single m]
      · have h1 := hc.a_sq (m + 1) hk
        have h2 := hc.ab_anti (m + 1) hk m (by omega)
        unfold comm
        linear_combination (norm := noncomm_ring) b m * h1 + b m * h1 - h2 * a (m + 1)
      · intro j hj hjm
        have hj' := Finset.mem_range.mp hj
        exact comm_bilinear (ba j (by omega) (m + 1) hk)
          (hc.a_anti (j + 1) (by omega) (m + 1) hk (by omega))
      · intro hn
        exact absurd (Finset.mem_range.mpr (by omega)) hn
  rw [lin, onsite, hop]
  split_ifs <;> module

/-- Extending the edge operator by one site multiplies the old part by `J` and adds a
new term with weight `h ^ (m + 1)`. -/
theorem edgeMode_succ (m : ℕ) (a : ℕ → A) (h J : ℂ) :
    edgeMode (m + 1) a h J = J • edgeMode m a h J + h ^ (m + 1) • a (m + 1) := by
  simp only [edgeMode]
  rw [Finset.sum_range_succ _ (m + 1), Finset.smul_sum]
  congr 1
  · refine Finset.sum_congr rfl fun j hj => ?_
    have e : m + 1 - j = (m - j) + 1 := by have := Finset.mem_range.mp hj; omega
    rw [e, smul_smul]
    congr 1
    ring
  · simp

/-- The edge operator cut off after site `m` has a commutator with the full Hamiltonian
that is proportional to `b m`. -/
theorem comm_truncated (hc : ChainRelations N a b) (h J : ℂ) (m : ℕ) (hm : m ≤ N) :
    comm (hamiltonian N a b h J) (edgeMode m a h J) =
      (-2 * Complex.I * h ^ (m + 1)) • b m := by
  induction m with
  | zero =>
    have e : edgeMode 0 a h J = a 0 := by simp [edgeMode]
    rw [e, comm_site hc h J hm]
    simp
  | succ m ih =>
    have lin : ∀ (H x y : A) (c d : ℂ),
        comm H (c • x + d • y) = c • comm H x + d • comm H y := by
      intro H x y c d
      simp only [comm, mul_add, add_mul, mul_smul_comm, smul_mul_assoc, smul_sub]
      abel
    -- the two contributions proportional to `b m` cancel
    rw [edgeMode_succ, lin, ih (by omega), comm_site hc h J hm, if_neg (by omega),
      Nat.add_sub_cancel]
    module

/-- On `N + 1` sites the commutator of the Hamiltonian with the edge operator is `-2 i h ^ (N + 1)`
times the operator `b N` at the far end. -/
theorem comm_edgeMode (hc : ChainRelations N a b) (h J : ℂ) :
    comm (hamiltonian N a b h J) (edgeMode N a h J) =
      (-2 * Complex.I * h ^ (N + 1)) • b N :=
  comm_truncated hc h J N le_rfl

/-- In a nontrivial algebra the edge operator commutes with the Hamiltonian exactly when
`h = 0`. -/
theorem comm_edgeMode_eq_zero_iff [Nontrivial A] (hc : ChainRelations N a b) (h J : ℂ) :
    comm (hamiltonian N a b h J) (edgeMode N a h J) = 0 ↔ h = 0 := by
  have hb : b N ≠ 0 := by
    intro hb
    have h1 := hc.b_sq N le_rfl
    rw [hb] at h1
    simp at h1
  rw [comm_edgeMode hc]
  constructor
  · intro e
    rcases smul_eq_zero.mp e with e | e
    · simpa using e
    · exact absurd e hb
  · rintro rfl
    simp

/-- For `J ≠ 0` the edge operator with weights `(h / J) ^ j` has a commutator with the
Hamiltonian whose norm is `2 |h| (|h| / |J|) ^ N` times the norm of `b N`. -/
theorem norm_comm_edgeMode {B : Type*} [NormedRing B] [NormedAlgebra ℂ B] {a b : ℕ → B}
    (hc : ChainRelations N a b) (h : ℂ) {J : ℂ} (hJ : J ≠ 0) :
    ‖comm (hamiltonian N a b h J) (∑ j ∈ range (N + 1), (h / J) ^ j • a j)‖ =
      2 * ‖h‖ * (‖h‖ / ‖J‖) ^ N * ‖b N‖ := by
  -- this is the edge operator divided by `J ^ N`
  have e : ∑ j ∈ range (N + 1), (h / J) ^ j • a j = (J ^ N)⁻¹ • edgeMode N a h J := by
    rw [edgeMode, Finset.smul_sum]
    refine Finset.sum_congr rfl fun j hj => ?_
    have hj' : j ≤ N := by have := Finset.mem_range.mp hj; omega
    rw [smul_smul, ← pow_sub_mul_pow J hj', div_pow]
    congr 1
    field_simp
  have lin : ∀ (H x : B) (c : ℂ), comm H (c • x) = c • comm H x := by
    intro H x c
    simp only [comm, mul_smul_comm, smul_mul_assoc, smul_sub]
  have hn : ‖-2 * Complex.I * h ^ (N + 1)‖ = 2 * ‖h‖ ^ (N + 1) := by simp
  rw [e, lin, comm_edgeMode hc, norm_smul, norm_smul, hn, norm_inv, norm_pow, div_pow]
  ring

/-- The Pauli matrix X. -/
def pauliX : Matrix (Fin 2) (Fin 2) ℂ := !![0, 1; 1, 0]

/-- The Pauli matrix Y. -/
def pauliY : Matrix (Fin 2) (Fin 2) ℂ := !![0, -Complex.I; Complex.I, 0]

/-- Block matrices for the `a` operators of a two-site chain. -/
def siteA (j : ℕ) : Matrix (Fin 2 ⊕ Fin 2) (Fin 2 ⊕ Fin 2) ℂ :=
  if j = 0 then Matrix.fromBlocks 0 1 1 0 else Matrix.fromBlocks pauliX 0 0 (-pauliX)

/-- Block matrices for the `b` operators of a two-site chain. -/
def siteB (j : ℕ) : Matrix (Fin 2 ⊕ Fin 2) (Fin 2 ⊕ Fin 2) ℂ :=
  if j = 0 then Matrix.fromBlocks 0 (-(Complex.I • 1)) (Complex.I • 1) 0
  else Matrix.fromBlocks pauliY 0 0 (-pauliY)

/-- The matrices `siteA` and `siteB` satisfy the chain relations on two sites. -/
theorem chainRelations_witness : ChainRelations 1 siteA siteB := by
  have hX : pauliX * pauliX = 1 := by
    ext p q
    fin_cases p <;> fin_cases q <;> simp [pauliX, Matrix.mul_apply, Fin.sum_univ_two]
  have hY : pauliY * pauliY = 1 := by
    ext p q
    fin_cases p <;> fin_cases q <;> simp [pauliY, Matrix.mul_apply, Fin.sum_univ_two]
  have hXY : pauliX * pauliY = -(pauliY * pauliX) := by
    ext p q
    fin_cases p <;> fin_cases q <;>
      simp [pauliX, pauliY, Matrix.mul_apply, Fin.sum_univ_two]
  refine ⟨fun j hj => ?_, fun j hj => ?_, fun j hj k hk hjk => ?_, fun j hj k hk => ?_⟩
  · interval_cases j <;> simp [siteA, Matrix.fromBlocks_multiply, hX]
  · interval_cases j <;> simp [siteB, Matrix.fromBlocks_multiply, smul_smul, hY]
  · interval_cases j <;> interval_cases k <;> first
      | exact absurd rfl hjk
      | simp [siteA, Matrix.fromBlocks_multiply, Matrix.fromBlocks_neg]
  · interval_cases j <;> interval_cases k <;>
      simp [siteA, siteB, Matrix.fromBlocks_multiply, Matrix.fromBlocks_neg, hXY]

end

end KitaevEdgeMode
```

```lean
#print axioms KitaevEdgeMode.comm_edgeMode
-- 'KitaevEdgeMode.comm_edgeMode' depends on axioms: [propext, Classical.choice, Quot.sound]
#print axioms KitaevEdgeMode.comm_edgeMode_eq_zero_iff
-- 'KitaevEdgeMode.comm_edgeMode_eq_zero_iff' depends on axioms: [propext, Classical.choice, Quot.sound]
#print axioms KitaevEdgeMode.norm_comm_edgeMode
-- 'KitaevEdgeMode.norm_comm_edgeMode' depends on axioms: [propext, Classical.choice, Quot.sound]
```

## The chain and its edge operator

The sites are numbered \(0,\dots,N\), so the chain has \(n=N+1\geq 1\) sites. Each site carries two elements \(a_j,b_j\) of a complex algebra `A`, which need not be finite-dimensional. The Hamiltonian and the edge operator are

\[
H=ih\sum_{j=0}^{N}a_jb_j+iJ\sum_{j=0}^{N-1}b_ja_{j+1},\qquad
\Psi_N=\sum_{j=0}^{N}J^{N-j}h^j a_j .
\]

These are `hamiltonian N a b h J` and `edgeMode N a h J`. The theorem `comm_edgeMode` says that, for all complex \(h\) and \(J\),

\[
[H,\Psi_N]=-2i\,h^{N+1}\,b_N ,
\]

where `comm x y` is \(xy-yx\). For a single site, \(N=0\), the second sum in \(H\) is empty, \(\Psi_0=a_0\), and the right-hand side is \(-2ih\,b_0\).

The algebraic relations are collected in `ChainRelations N a b`. In Lean, `a` and `b` are functions on all natural numbers, but the relations constrain only the sites up to \(N\). They require every \(a_j\) and \(b_j\) to square to one, different \(a_j\) to anticommute, and every \(a_j\) to anticommute with every \(b_k\). Nothing is required between different \(b_j\), so the usual Majorana relations are a special case.

The theorem `chainRelations_witness` gives explicit \(4\times4\) matrices that satisfy these relations on two sites. They are built from \(2\times2\) blocks, with Pauli matrices on the second site.

## What the commutator says about a Majorana edge mode

In the physical model, the Kitaev chain at equal hopping and pairing strength, each fermionic site is split into two Hermitian Majorana operators, \(a_j\) and \(b_j\), and \(h\) and \(J\) are real. With the fermion operators \(c_j=(a_j+ib_j)/2\), one finds \(ia_jb_j=2c_j^\dagger c_j-1\) and \(ib_ja_{j+1}=-(c_j^\dagger c_{j+1}+c_{j+1}^\dagger c_j)+(c_jc_{j+1}+c_{j+1}^\dagger c_j^\dagger)\). The on-site sum is therefore \(-\mu\sum_j(c_j^\dagger c_j-\tfrac12)\) with chemical potential \(\mu=-2h\), and \(J\) is the common value of the hopping and pairing amplitudes, so \(|h|<|J|\) means \(|\mu|<2|J|\). The file imposes neither Hermiticity nor real couplings, because the identity is purely algebraic.

With \(\hbar=1\), the Heisenberg equation gives \(\dot\Psi_N=i[H,\Psi_N]=2h^{N+1}b_N\). The edge operator is therefore driven only by the operator \(b_N\) at the far end.

To compare chains of different length, divide by \(J^N\), assuming \(J\neq0\). The operator

\[
\Phi=\sum_{j=0}^{N}\left(\frac hJ\right)^j a_j
\]

has weight one on the first site, and for \(|h|<|J|\) its weights decay into the chain. In a normed algebra, `norm_comm_edgeMode` gives

\[
\|[H,\Phi]\|=2|h|\left(\frac{|h|}{|J|}\right)^N\|b_N\| .
\]

For Hermitian \(b_N\) with \(b_N^2=1\) on a nonzero Hilbert space, the operator norm is \(\|b_N\|=1\). At fixed couplings with \(|h|<|J|\), the commutator then becomes exponentially small with the length of the chain.

The operator \(\Phi\) is not normalised. The cross terms in its square cancel in pairs because different \(a_j\) anticommute, so \(\Phi^2=S\cdot1\) with \(S=\sum_{j=0}^N(h/J)^{2j}\). For real couplings \(S\geq1\), the operator \(\Phi/\sqrt S\) squares to one, and its commutator has the norm above divided by \(\sqrt S\); this normalisation is a supplement to the theorems in the file.

The result applies to a finite, non-interacting and uniform chain at equal hopping and pairing. For \(|h|<|J|\) and a long chain it describes an approximate constant of motion, and for all couplings it supplies an exact value against which a numerical commutator can be compared. It does not establish a spectral gap, a ground-state degeneracy or a topological invariant, and it does not treat interactions or disorder.

The theorem `comm_edgeMode_eq_zero_iff` settles when this particular operator is exactly conserved: in a nontrivial algebra, \([H,\Psi_N]=0\) if and only if \(h=0\). At \(h=0\) the edge operator is \(J^Na_0\). If \(J=0\) as well and \(N\geq1\), it is zero and its conservation carries no information.

## Which terms of \(H\) act on \(a_k\)

Suppose \(x\) and \(y\) both anticommute with \(z\). Moving \(z\) to the left through the product changes the sign twice:

\[
xyz=-xzy=zxy ,
\]

so \([xy,z]=0\). This is `comm_bilinear`.

Now fix a site \(k\). An on-site term \(a_jb_j\) with \(j\neq k\) consists of two factors that anticommute with \(a_k\), so it commutes with \(a_k\). The same holds for every bond \(b_ja_{j+1}\) with \(j+1\neq k\), including the bond to the right of \(k\). Two terms can remain. The on-site term gives

\[
[a_kb_k,a_k]=a_kb_ka_k-a_k^2b_k=-b_ka_k^2-a_k^2b_k=-2b_k ,
\]

and for \(k\geq1\) the bond to the left gives

\[
[b_{k-1}a_k,a_k]=b_{k-1}a_k^2-a_kb_{k-1}a_k=2b_{k-1}a_k^2=2b_{k-1}.
\]

With the prefactors \(ih\) and \(iJ\), the equation of motion is

\[
[H,a_k]=-2ih\,b_k+2iJ\,b_{k-1}\quad(k\geq1),\qquad [H,a_0]=-2ih\,b_0 .
\]

In Lean this is `comm_site`, where an `if` removes the second term at \(k=0\). Its proof first distributes the commutator over the two sums. `Finset.sum_eq_single` then isolates the surviving term in a sum, with `comm_bilinear` disposing of the others. At \(k=0\) no bond term survives, and `Finset.sum_eq_zero` removes the second sum. The two short calculations above are carried out by `linear_combination` with `noncomm_ring`, which respects the order of the factors.

## Cancellation from one site to the next

Let \(\Psi_m=\sum_{j=0}^m J^{m-j}h^ja_j\) be the edge operator cut off after site \(m\leq N\), while \(H\) remains the Hamiltonian of the full chain. Separating the last term gives the recursion proved in `edgeMode_succ`:

\[
\Psi_{m+1}=J\Psi_m+h^{m+1}a_{m+1}.
\]

The claim, `comm_truncated`, is that \([H,\Psi_m]=-2ih^{m+1}b_m\). For \(m=0\) it is the equation of motion of \(a_0\). If it holds for \(m\) and \(m+1\leq N\), then

\[
\begin{aligned}
[H,\Psi_{m+1}]
&=J[H,\Psi_m]+h^{m+1}[H,a_{m+1}]\\
&=-2iJh^{m+1}b_m+h^{m+1}\left(-2ih\,b_{m+1}+2iJ\,b_m\right)\\
&=-2ih^{m+2}b_{m+1}.
\end{aligned}
\]

The weights of the edge operator are chosen so that the two \(b_m\) terms cancel. The Lean induction follows these lines: it rewrites with the recursion, linearity, the induction hypothesis and `comm_site`, and the tactic `module` collects the coefficients. Setting \(m=N\) gives `comm_edgeMode`.

The two consequences are short. Since \(b_N^2=1\), the element \(b_N\) is nonzero in a nontrivial algebra, so \(-2ih^{N+1}b_N\) vanishes only if \(h=0\); the converse follows by substitution. For the norm, the proof writes \(\Phi=J^{-N}\Psi_N\), takes the scalar out of the commutator and evaluates the norm of \(-2ih^{N+1}J^{-N}b_N\).

## A commuting pair breaks the formula

Anticommutation between the two operators on a site is needed even for the shortest chain. Take \(N=0\), the algebra \(\mathbb C\), and \(a_0=b_0=1\). Both elements square to one, but they commute. Every commutator in \(\mathbb C\) is zero, whereas the formula would give \(-2ih\), which is nonzero for \(h\neq0\).

The condition \(b_j^2=1\) has a different role. The commutator formula does not use it, but the criterion for exact conservation does. With \(N=0\), \(a_0=1\) and \(b_0=0\) in \(\mathbb C\), all the other relations hold and the commutator vanishes for every \(h\), so conservation no longer implies \(h=0\).

## A matrix model in place of abstract relations

The chain could also be defined by fixed Hermitian matrices on the \(2^{N+1}\)-dimensional Fock space of \(N+1\) fermionic sites. Hermiticity and \(\|b_N\|=1\) in the operator norm would then be properties of the model, and the factor \(\|b_N\|\) would disappear from the norm formula. The anticommutation relations would have to be proved for every length, and the theorem would concern that one representation. The abstract relations make the result available in any complex algebra that contains such elements, at the price of leaving \(\|b_N\|\) in the estimate.
